# A PAW pseudo partial wave \(r^{l+1}(a+br^2)\) matched to \(u\) in value and slope at \(c\) is nodeless inside \(c\) exactly when \(c\,u'(c)/u(c)\le l+3\)

Place the matching radius slightly beyond a node of an all-electron partial wave, fit a pseudo partial wave of the form \(r^{l+1}(a+br^2)\) there in value and slope, and the result has a node of its own inside the sphere. The fit gives no warning: the linear system is solvable, and value and slope agree at the matching radius. The logarithmic derivative of the all-electron wave shows the problem beforehand.

## The bound and the position of the node

Let \(u(r)\) be the all-electron partial wave of angular momentum \(l\), with the factor \(r\) included, so that its regular behaviour at the origin is \(r^{l+1}\). Let \(c>0\) be the matching radius, with \(u(c)\neq 0\), and write \(d=u'(c)\). The pseudo partial wave is

\[
w(r)=r^{l+1}(a+br^2),\qquad w(c)=u(c),\quad w'(c)=d .
\]

With the dimensionless logarithmic derivative \(L=c\,d/u(c)\), the wave \(w\) has no zero in \((0,c)\) if and only if \(L\le l+3\). If \(L>l+3\), it has exactly one node at positive radius, at

\[
r^2=c^2\,\frac{L-l-3}{L-l-1},
\]

which lies inside \((0,c)\).

## Screening matching radii in a dataset generator

A PAW dataset generator that uses this two-term form and expects a nodeless pseudo wave relies on \(L\le l+3\) at the radius it chooses. Once \(u(c)\neq0\) is established, the test needs no division:

\[
u(c)\,\bigl(c\,u'(c)-(l+3)\,u(c)\bigr)\le 0 .
\]

At equality \(a=0\), so \(w=b\,r^{l+3}\): it is nodeless, but it has lost the leading \(r^{l+1}\) term. A code may want to reject that case too.

## From the matching equations to the sign of \(a\)

The product rule gives \(w'(r)=r^l\bigl((l+1)a+(l+3)br^2\bigr)\), so matching means

\[
u(c)=c^{l+1}(a+bc^2),\qquad c\,d=c^{l+1}\bigl((l+1)a+(l+3)bc^2\bigr).
\]

Eliminating one coefficient at a time,

\[
a=\frac{(l+3)u(c)-c\,d}{2c^{l+1}},\qquad
b=\frac{c\,d-(l+1)u(c)}{2c^{l+3}} .
\]

**Nodes as a sign condition.** Since \(u(c)\ne0\), also \(a+bc^2\neq0\). Suppose first that \(a(a+bc^2)<0\). Then \(b\neq0\), since otherwise the product would be \(a^2\ge0\). Put \(t=-a/b\). The product equals \(-b^2t(c^2-t)\), so \(t(c^2-t)>0\), hence \(0<t<c^2\), and \(w(\sqrt t)=0\).

Conversely, a node \(r\in(0,c)\) forces \(a=-br^2\). Here \(b\neq0\), since otherwise \(a+bc^2=0\). Therefore \(a(a+bc^2)=-b^2r^2(c^2-r^2)<0\). So \(w\) is nodeless in \((0,c)\) exactly when \(a(a+bc^2)\ge0\).

**The bound.** The matching equations give

\[
u(c)\bigl(c\,d-(l+3)u(c)\bigr)=-2c^{2l+2}\,a(a+bc^2).
\]

The left side is \(u(c)^2\,(L-l-3)\), so the sign condition is \(L\le l+3\).

**The node radius.** Inserting the matching equations into \(L\,u(c)=c\,d\) gives \((L-l-1)a=-(L-l-3)bc^2\). For \(L>l+3\), \(b=0\) would force \(a=0\) and \(u(c)=0\), so \(b\neq0\). Setting \(a=-br^2\) yields the formula above.

**Matching near a node of \(u\).** Let \(u(r_0)=0\) with \(r_0>0\) and \(m=u'(r_0)\neq0\), and let \(u'\) be continuous at \(r_0\). As \(c\to r_0\), \(u(c)/(c-r_0)\to m\) and \(c\,u'(c)-(l+3)u(c)\to r_0m\), so

\[
\frac{u(c)\bigl(c\,u'(c)-(l+3)u(c)\bigr)}{c-r_0}\to r_0m^2>0 .
\]

Just outside \(r_0\) the numerator is positive and the bound fails; just inside it is negative and the bound holds.

## Lean file for the matching and node theorems

```lean
import Mathlib

open Filter Topology Set

namespace PAWPartialWaves

/-- The pseudo partial wave `r^(l+1) (a + b r²)` of angular momentum `l`. -/
def pseudoWave (l : ℕ) (a b r : ℝ) : ℝ := r ^ (l + 1) * (a + b * r ^ 2)

/-- The waves `w` and `u` have the same value and the same slope `d` at the radius `c`. -/
def MatchesAt (w u : ℝ → ℝ) (c d : ℝ) : Prop :=
  w c = u c ∧ HasDerivAt u d c ∧ HasDerivAt w d c

/-- The slope of the pseudo partial wave at the radius `r`. -/
theorem hasDerivAt_pseudoWave (l : ℕ) (a b r : ℝ) :
    HasDerivAt (pseudoWave l a b)
      (r ^ l * ((l + 1) * a + (l + 3) * b * r ^ 2)) r := by
  have h2 : HasDerivAt (fun x : ℝ => x ^ 2) (2 * r) r := by
    simpa using hasDerivAt_pow 2 r
  have h := (hasDerivAt_pow (l + 1) r).fun_mul ((h2.const_mul b).const_add a)
  refine h.congr_deriv ?_
  simp only [Nat.add_sub_cancel, Nat.cast_add, Nat.cast_one]
  ring

/-- Matching in value and slope gives two linear equations for the coefficients `a` and `b`. -/
theorem matching_equations {l : ℕ} {a b c d : ℝ} {u : ℝ → ℝ}
    (hm : MatchesAt (pseudoWave l a b) u c d) :
    c ^ (l + 1) * (a + b * c ^ 2) = u c ∧
      c * d = c ^ (l + 1) * ((l + 1) * a + (l + 3) * b * c ^ 2) := by
  refine ⟨hm.1, ?_⟩
  rw [hm.2.2.unique (hasDerivAt_pseudoWave l a b c)]
  ring

/-- At a radius `c > 0` where `u` has slope `d`, exactly one pair of coefficients matches the
pseudo partial wave to `u`, and it is given in closed form. -/
theorem matchesAt_iff_coefficients (l : ℕ) {a b c d : ℝ} {u : ℝ → ℝ} (hc : 0 < c)
    (hu : HasDerivAt u d c) :
    MatchesAt (pseudoWave l a b) u c d ↔
      a = ((l + 3) * u c - c * d) / (2 * c ^ (l + 1)) ∧
      b = (c * d - (l + 1) * u c) / (2 * c ^ (l + 3)) := by
  have p1 : 2 * c ^ (l + 1) ≠ 0 := by positivity
  have p3 : 2 * c ^ (l + 3) ≠ 0 := by positivity
  rw [eq_div_iff p1, eq_div_iff p3]
  constructor
  · intro hm
    obtain ⟨e1, e2⟩ := matching_equations hm
    constructor
    · linear_combination ((l : ℝ) + 3) * e1 + e2
    · linear_combination -e2 - ((l : ℝ) + 1) * e1
  · rintro ⟨ha, hb⟩
    refine ⟨?_, hu, (hasDerivAt_pseudoWave l a b c).congr_deriv ?_⟩
    · unfold pseudoWave
      linear_combination (1 / 2) * ha + (1 / 2) * hb
    · apply mul_left_cancel₀ hc.ne'
      linear_combination (((l : ℝ) + 1) / 2) * ha + (((l : ℝ) + 3) / 2) * hb

/-- If `a + b c²` is nonzero and `c > 0`, the pseudo partial wave has no node in `(0, c)` exactly
when `a` and `a + b c²` do not have opposite signs. -/
theorem pseudoWave_nodeless_iff (l : ℕ) {a b c : ℝ} (hc : 0 < c) (hs : a + b * c ^ 2 ≠ 0) :
    (∀ r ∈ Ioo 0 c, pseudoWave l a b r ≠ 0) ↔ 0 ≤ a * (a + b * c ^ 2) := by
  constructor
  · intro h
    by_contra hn
    have hneg := not_le.mp hn
    have hb : b ≠ 0 := by
      intro hb
      rw [hb] at hneg
      nlinarith [sq_nonneg a]
    -- the candidate node sits at r² = t = -a/b
    obtain ⟨t, ht⟩ : ∃ t : ℝ, a = -(b * t) := ⟨-a / b, by field_simp⟩
    have hb2 : 0 < b ^ 2 := by positivity
    have hprod : 0 < t * (c ^ 2 - t) := by
      have h1 : 0 < b ^ 2 * (t * (c ^ 2 - t)) := by
        rw [ht] at hneg
        nlinarith
      exact (mul_pos_iff_of_pos_left hb2).mp h1
    have ht0 : 0 < t := by
      by_contra h0
      nlinarith [mul_nonneg (neg_nonneg.mpr (not_lt.mp h0)) (sq_nonneg c), sq_nonneg t]
    have htc : t < c ^ 2 := by
      have := (mul_pos_iff_of_pos_left ht0).mp hprod
      linarith
    refine h (Real.sqrt t) ⟨Real.sqrt_pos.mpr ht0, (Real.sqrt_lt' hc).mpr htc⟩ ?_
    unfold pseudoWave
    rw [Real.sq_sqrt ht0.le, ht]
    ring
  · intro h r hr hw
    have hz : a + b * r ^ 2 = 0 :=
      (mul_eq_zero.mp hw).resolve_left (pow_ne_zero _ hr.1.ne')
    have ha : a = -(b * r ^ 2) := by linarith
    have hb : b ≠ 0 := by
      intro hb
      apply hs
      rw [ha, hb]
      ring
    have hb2 : 0 < b ^ 2 := by positivity
    have hr2 : 0 < r ^ 2 := pow_pos hr.1 2
    have hd : 0 < c ^ 2 - r ^ 2 := by nlinarith [hr.1, hr.2]
    have hp := mul_pos (mul_pos hb2 hr2) hd
    rw [ha] at h
    nlinarith

/-- For `y ≠ 0`, the bound `x / y ≤ k` is a sign condition free of division. -/
theorem div_le_iff_product {x y k : ℝ} (hy : y ≠ 0) :
    x / y ≤ k ↔ y * (x - k * y) ≤ 0 := by
  have hy2 : 0 < y ^ 2 := by positivity
  have h : x / y = x * y / y ^ 2 := by field_simp
  rw [h, div_le_iff₀ hy2]
  constructor <;> intro h <;> nlinarith

/-- A pseudo partial wave matched in value and slope to `u` at `c > 0`, where `u c ≠ 0`, has no
node in `(0, c)` if and only if `c u'(c) / u(c) ≤ l + 3`. -/
theorem nodeless_iff_logDeriv_le {l : ℕ} {a b c d : ℝ} {u : ℝ → ℝ} (hc : 0 < c)
    (hu : u c ≠ 0) (hm : MatchesAt (pseudoWave l a b) u c d) :
    (∀ r ∈ Ioo 0 c, pseudoWave l a b r ≠ 0) ↔ c * d / u c ≤ l + 3 := by
  obtain ⟨e1, e2⟩ := matching_equations hm
  have hs : a + b * c ^ 2 ≠ 0 := by
    intro h
    apply hu
    rw [← e1, h, mul_zero]
  rw [pseudoWave_nodeless_iff l hc hs, div_le_iff_product hu]
  -- both sides are the same sign condition up to a positive factor
  have key : u c * (c * d - (l + 3) * u c)
      = -(2 * (c ^ (l + 1)) ^ 2 * (a * (a + b * c ^ 2))) := by
    rw [e2, ← e1]
    ring
  have hP : 0 < 2 * (c ^ (l + 1)) ^ 2 := by positivity
  rw [key, neg_nonpos]
  exact (mul_nonneg_iff_of_pos_left hP).symm

/-- If the logarithmic derivative `L = c u'(c) / u(c)` exceeds `l + 3`, with `c > 0` and `u c ≠ 0`,
a radius `r > 0` is a node of the pseudo partial wave matched to `u` in value and slope at `c` if
and only if `r² = c² (L - l - 3) / (L - l - 1)`. -/
theorem node_radius {l : ℕ} {a b c d L r : ℝ} {u : ℝ → ℝ} (hc : 0 < c) (hu : u c ≠ 0)
    (hm : MatchesAt (pseudoWave l a b) u c d) (hL : L = c * d / u c) (hlarge : l + 3 < L)
    (hr : 0 < r) :
    pseudoWave l a b r = 0 ↔ r ^ 2 = c ^ 2 * (L - l - 3) / (L - l - 1) := by
  obtain ⟨e1, e2⟩ := matching_equations hm
  have hD : L - l - 1 ≠ 0 := by
    have : 0 < L - l - 1 := by linarith
    exact this.ne'
  have hLu : L * u c = c * d := by rw [hL, div_mul_cancel₀ _ hu]
  have hrel : (L - l - 1) * a = -((L - l - 3) * b * c ^ 2) := by
    apply mul_left_cancel₀ (pow_ne_zero (l + 1) hc.ne')
    linear_combination L * e1 + hLu + e2
  have hb : b ≠ 0 := by
    intro hb
    have ha : a = 0 := by
      apply (mul_eq_zero.mp (?_ : (L - l - 1) * a = 0)).resolve_left hD
      rw [hrel, hb]
      ring
    apply hu
    rw [← e1, ha, hb]
    ring
  rw [eq_div_iff hD]
  constructor
  · intro hw
    have hz : a + b * r ^ 2 = 0 := (mul_eq_zero.mp hw).resolve_left (pow_ne_zero _ hr.ne')
    apply mul_left_cancel₀ hb
    linear_combination (L - l - 1) * hz - hrel
  · intro h
    have hz : a + b * r ^ 2 = 0 := by
      apply mul_left_cancel₀ hD
      linear_combination hrel + b * h
    unfold pseudoWave
    rw [hz, mul_zero]

/-- Near a node `r₀ > 0` of `u` with nonzero slope and `u'` continuous at `r₀`, the quantity
`u(c) (c u'(c) - (l + 3) u(c))` has the sign of `c - r₀`. -/
theorem sign_near_node (l : ℕ) {u u' : ℝ → ℝ} {r₀ : ℝ} (hr : 0 < r₀)
    (hu : HasDerivAt u (u' r₀) r₀) (hcont : ContinuousAt u' r₀) (h0 : u r₀ = 0)
    (h1 : u' r₀ ≠ 0) :
    ∀ᶠ c in 𝓝[≠] r₀, 0 < (c - r₀) * (u c * (c * u' c - (l + 3) * u c)) := by
  have hm : 0 < u' r₀ * u' r₀ := mul_self_pos.mpr h1
  have hs : ∀ᶠ c in 𝓝[≠] r₀, 0 < u' r₀ * slope u r₀ c :=
    ((hasDerivAt_iff_tendsto_slope.mp hu).const_mul (u' r₀)).eventually (lt_mem_nhds hm)
  have hid : ContinuousAt (fun c : ℝ => c) r₀ := continuousAt_id
  have hg : ContinuousAt (fun c => u' r₀ * (c * u' c - ((l : ℝ) + 3) * u c)) r₀ :=
    continuousAt_const.mul ((hid.mul hcont).sub (continuousAt_const.mul hu.continuousAt))
  have hpos : 0 < u' r₀ * (r₀ * u' r₀ - ((l : ℝ) + 3) * u r₀) := by
    rw [h0]
    nlinarith [mul_pos hr hm]
  have hp := hg.tendsto.eventually (lt_mem_nhds hpos)
  filter_upwards [hs, hp.filter_mono nhdsWithin_le_nhds, self_mem_nhdsWithin] with c h2 h3 hne
  have hne' : c - r₀ ≠ 0 := sub_ne_zero.mpr hne
  rw [slope_def_field, h0, sub_zero] at h2
  have hq : u c / (c - r₀) * (c - r₀) = u c := div_mul_cancel₀ _ hne'
  have h4 := mul_pos (mul_pos h2 h3) (mul_self_pos.mpr hne')
  refine (mul_pos_iff_of_pos_left hm).mp (lt_of_lt_of_eq h4 ?_)
  linear_combination
    (u' r₀ ^ 2 * (c * u' c - ((l : ℝ) + 3) * u c) * (c - r₀)) * hq

/-- Let `u` have a node at `r₀ > 0` with nonzero slope, `u'` being continuous there. Every pseudo
partial wave matched to `u` at a radius `c` just outside `r₀` has a node in `(0, c)`. -/
theorem node_of_matching_outside (l : ℕ) {u u' : ℝ → ℝ} {r₀ : ℝ} (hr : 0 < r₀)
    (hu : HasDerivAt u (u' r₀) r₀) (hcont : ContinuousAt u' r₀) (h0 : u r₀ = 0)
    (h1 : u' r₀ ≠ 0) :
    ∀ᶠ c in 𝓝[>] r₀, ∀ a b, MatchesAt (pseudoWave l a b) u c (u' c) →
      ∃ r ∈ Ioo 0 c, pseudoWave l a b r = 0 := by
  have hsign := (sign_near_node l hr hu hcont h0 h1).filter_mono
    (nhdsWithin_mono r₀ (fun x (hx : r₀ < x) => hx.ne'))
  filter_upwards [hsign, self_mem_nhdsWithin] with c hg hc a b hm
  have hc' : r₀ < c := hc
  have hg' := (mul_pos_iff_of_pos_left (sub_pos.mpr hc')).mp hg
  have huc : u c ≠ 0 := left_ne_zero_of_mul hg'.ne'
  by_contra hno
  have hle := (nodeless_iff_logDeriv_le (hr.trans hc') huc hm).mp
    (fun r hr' hw => hno ⟨r, hr', hw⟩)
  exact not_le_of_gt hg' ((div_le_iff_product huc).mp hle)

/-- Let `u` have a node at `r₀ > 0` with nonzero slope, `u'` being continuous there. Every pseudo
partial wave matched to `u` at a radius `c` just inside `r₀` has no node in `(0, c)`. -/
theorem nodeless_of_matching_inside (l : ℕ) {u u' : ℝ → ℝ} {r₀ : ℝ} (hr : 0 < r₀)
    (hu : HasDerivAt u (u' r₀) r₀) (hcont : ContinuousAt u' r₀) (h0 : u r₀ = 0)
    (h1 : u' r₀ ≠ 0) :
    ∀ᶠ c in 𝓝[<] r₀, ∀ a b, MatchesAt (pseudoWave l a b) u c (u' c) →
      ∀ r ∈ Ioo 0 c, pseudoWave l a b r ≠ 0 := by
  have hsign := (sign_near_node l hr hu hcont h0 h1).filter_mono
    (nhdsWithin_mono r₀ (fun x (hx : x < r₀) => hx.ne))
  have hpos : ∀ᶠ c in 𝓝[<] r₀, 0 < c := (lt_mem_nhds hr).filter_mono nhdsWithin_le_nhds
  filter_upwards [hsign, hpos, self_mem_nhdsWithin] with c hg hc0 hc a b hm
  have hc' : c < r₀ := hc
  have hg' : u c * (c * u' c - (l + 3) * u c) < 0 := by
    by_contra h
    nlinarith [mul_nonneg (sub_pos.mpr hc').le (not_lt.mp h)]
  have huc : u c ≠ 0 := left_ne_zero_of_mul hg'.ne
  exact (nodeless_iff_logDeriv_le hc0 huc hm).mpr ((div_le_iff_product huc).mpr hg'.le)

end PAWPartialWaves
```

```lean
#print axioms PAWPartialWaves.matchesAt_iff_coefficients
#print axioms PAWPartialWaves.node_radius
#print axioms PAWPartialWaves.node_of_matching_outside
#print axioms PAWPartialWaves.nodeless_of_matching_inside
```

```
'PAWPartialWaves.matchesAt_iff_coefficients' depends on axioms: [propext, Classical.choice, Quot.sound]
'PAWPartialWaves.node_radius' depends on axioms: [propext, Classical.choice, Quot.sound]
'PAWPartialWaves.node_of_matching_outside' depends on axioms: [propext, Classical.choice, Quot.sound]
'PAWPartialWaves.nodeless_of_matching_inside' depends on axioms: [propext, Classical.choice, Quot.sound]
```

## Guarantees for the two-term form, and their limits

`pseudoWave l a b` is \(w\), and `MatchesAt w u c d` says that the two functions agree at `c` and both have derivative `d` there. The open interval \((0,c)\) is `Ioo 0 c`. The main theorem, `nodeless_iff_logDeriv_le`, reads: for `0 < c` and `u c ≠ 0`, a matched pseudo wave is nonzero throughout that interval if and only if `c * d / u c ≤ l + 3`.

The file follows the derivation closely:

- `hasDerivAt_pseudoWave` differentiates \(w\), and `matching_equations` uses uniqueness of the derivative to obtain the two linear equations.
- `matchesAt_iff_coefficients` solves them with `linear_combination`. Whenever \(u\) is differentiable at \(c>0\), exactly one pair \((a,b)\) matches.
- `pseudoWave_nodeless_iff` is the sign argument, with the node constructed as `Real.sqrt t`.
- `div_le_iff_product` removes the division, and the step `key` in the main theorem is the identity linking the two sign conditions.
- `node_radius` gives the node position for \(L>l+3\).
- `sign_near_node` obtains the sign near \(r_0\) from the limit of the difference quotient and continuity.
- `node_of_matching_outside` and `nodeless_of_matching_inside` combine that sign with the main theorem.

In the last two theorems, `∀ᶠ c in 𝓝[>] r₀` and `∀ᶠ c in 𝓝[<] r₀` mean every \(c\) in some sufficiently short interval on the named side of \(r_0\). The length of that interval depends on \(u\) and \(l\), and no estimate of it is given; for a particular radius, the test to apply is the bound itself.

No Schrödinger equation is assumed: \(u\) is any real function with the stated differentiability and continuity. The nonzero slope at \(r_0\) is a hypothesis; physically, it holds at every positive-radius node of a nontrivial solution of the radial Schrödinger equation with a potential continuous at all positive radii.

The number \(l+3\) belongs to this two-term form. Pseudo waves with more terms, or with matched higher derivatives, need their own analysis. The theorems concern real numbers, so a computed \(L\) very close to \(l+3\) may fall on the wrong side through rounding or an inaccurate \(u'(c)\). Nodelessness by itself also does not guarantee the transferability of the dataset or the absence of ghost states.
